# Decoupling of heavy fermions in the one-loop momentum-subtraction beta function of QED

## Question

A photon carrying spacelike momentum $Q^2>0$ sees a charge screened by virtual fermion pairs. In the $\overline{\mathrm{MS}}$ scheme every fermion contributes to the one-loop beta function its squared charge times its colour multiplicity, with the same factor 1 whatever its mass, so this beta function shows no suppression of fermions much heavier than $Q$, and the usual practice is to remove them by hand and run with fewer flavours. If one subtracts at momentum $Q^2$ instead, a fermion of mass $m$ enters with
$$h(t)=6\int_0^1\frac{t\,x^2(1-x)^2}{1+t\,x(1-x)}\,dx,\qquad t=\frac{Q^2}{m^2}.$$
The claim is that $h$ is strictly increasing, that $0<h\le t/5$ and $0<1-h\le 6/t$ for $t>0$, and that heavy flavours therefore drop out of the running by themselves. Can this be stated and proved in Lean 4 with Mathlib, including the fact that $h$ is what governs the running coupling?

## Answer

### Modelling choices

Write $u=x(1-x)$, with $x\in[0,1]$ the Feynman parameter. The starting point is the one-loop vacuum polarization of one fermion, subtracted at zero momentum and measured in units of $\alpha/(3\pi)$:
$$P(t)=6\int_0^1 u\,\ln(1+tu)\,dx .$$
This is `polarization`, and $h$ is `momFactor`. The formula for $P$ is a definition; the loop diagram and its regularisation are not formalised.

Flavours $f$ run over a finite type `ι`. Each has a weight $w_f$ (`w f`, colour multiplicity times squared charge) and a fixed squared mass $m_f^2$ (`m2 f`); `Q2` is $Q^2$, and $t_f=Q^2/m_f^2$. With $\alpha_0$ the coupling at zero momentum,
$$\Pi(Q^2)=\frac{\alpha_0}{3\pi}\sum_f w_fP(t_f),\qquad \alpha(Q^2)=\frac{\alpha_0}{1-\Pi(Q^2)}$$
are `totalPol` and `coupling`. Subtracting at $Q^2$ means requiring the renormalised vacuum polarization to vanish there, which makes the renormalised coupling equal to $\alpha(Q^2)$; the running of $\alpha(Q^2)$ is therefore the momentum-subtraction beta function. For a real number $\alpha$ and a set $L$ of flavours counted as light,
$$\beta_{\rm MOM}(\alpha,Q^2)=\frac{\alpha^2}{3\pi}\sum_f w_fh(t_f),\qquad \beta_{\overline{\rm MS}}(\alpha,L)=\frac{\alpha^2}{3\pi}\sum_{f\in L}w_f$$
are `betaMOM` and `betaMS`, both normalised as derivatives of the coupling with respect to the logarithm of the squared scale, which is $Q^2$ for the first and the squared renormalisation scale $\mu^2$ for the second. The factor 1 per flavour in `betaMS` is put in by definition, while `betaMOM` is shown to be the logarithmic derivative of `coupling`.

### Derivation by hand

The moments are $\int_0^1u\,dx=\tfrac12-\tfrac13=\tfrac16$ and $\int_0^1u^2dx=\tfrac13-\tfrac12+\tfrac15=\tfrac1{30}$. For $t\ge0$,
$$\frac{tu^2}{1+tu}+\frac{u}{1+tu}=u\quad\Longrightarrow\quad 1-h(t)=6\int_0^1\frac{u}{1+tu}\,dx .$$

For $0\le s<t$ and $0<x<1$,
$$\frac{u}{1+su}-\frac{u}{1+tu}=\frac{(t-s)u^2}{(1+su)(1+tu)}>0,$$
so $1-h(s)>1-h(t)$ and $h$ is strictly increasing on $[0,\infty)$.

Now let $t>0$. Since $h(0)=0$, monotonicity gives $h(t)>0$. Since $1+tu\ge1$, we have $h(t)\le6t\int_0^1 u^2dx=t/5$. The integrand $u/(1+tu)$ is positive inside the interval, so $1-h>0$, and it is at most $1/t$ because $tu\le1+tu$, so $1-h\le6/t$. Squeezing between $0$ and $t/5$ gives $h\to0$ as $t\to0^+$, and squeezing between $1-6/t$ and $1$ gives $h\to1$ as $t\to\infty$.

For the derivative of $P$, take $s,t>0$ and set $a=1+su$, $b=1+tu$. The inequality $\ln y\le y-1$ at $y=a/b$ and at $y=b/a$ gives
$$0\ \ge\ \ln\frac ab-\Big(\frac ab-1\Big)\ \ge\ -\Big(\frac ab+\frac ba-2\Big)=-\frac{(s-t)^2u^2}{ab}\ \ge\ -(s-t)^2,$$
the last step because $ab\ge1$ and $0\le u\le1$. Multiply by $u$, note that $u\,(a/b-1)=\frac{s-t}{t}\,\frac{tu^2}{1+tu}$, integrate and multiply by 6:
$$\Big|P(s)-P(t)-(s-t)\frac{h(t)}{t}\Big|\le6(s-t)^2 .$$
Hence $P'(t)=h(t)/t$. The chain rule gives $\frac{d}{dQ^2}P(t_f)=\frac{h(t_f)}{t_f\,m_f^2}=\frac{h(t_f)}{Q^2}$, and where $\Pi\ne1$ the quotient rule gives
$$\frac{d\alpha}{dQ^2}=\frac{\alpha_0}{(1-\Pi)^2}\,\frac{\alpha_0}{3\pi}\sum_f\frac{w_fh(t_f)}{Q^2}=\frac{\beta_{\rm MOM}(\alpha(Q^2),Q^2)}{Q^2}.$$

Finally let $w_f\ge0$ and split the flavour sum into $L$ and its complement:
$$\beta_{\rm MOM}-\beta_{\overline{\rm MS}}=\frac{\alpha^2}{3\pi}(B-A),\qquad A=\sum_{f\in L}w_f\,(1-h(t_f)),\quad B=\sum_{f\notin L}w_f\,h(t_f).$$
The bounds on $h$ give $0\le A\le A_1=\sum_{f\in L}w_f\,6m_f^2/Q^2$ and $0\le B\le B_1=\sum_{f\notin L}w_f\,Q^2/(5m_f^2)$, so $|B-A|\le A_1+B_1$.

### The Lean file

```lean
import Mathlib

open Set Filter Topology intervalIntegral

namespace MomentumSubtractionBeta

noncomputable section

/-- Subtracted one-loop vacuum polarization of one fermion, in units of `α/(3π)`,
at `t = Q²/m²`. -/
def polarization (t : ℝ) : ℝ :=
  6 * ∫ x in (0:ℝ)..1, x * (1 - x) * Real.log (1 + t * (x * (1 - x)))

/-- Momentum-subtraction beta factor `h(t) = 6 ∫₀¹ t x²(1-x)² / (1 + t x(1-x)) dx`. -/
def momFactor (t : ℝ) : ℝ :=
  6 * ∫ x in (0:ℝ)..1, t * (x * (1 - x)) ^ 2 / (1 + t * (x * (1 - x)))

variable {ι : Type*} [Fintype ι]

/-- Vacuum polarization summed over flavours with weights `w` and squared masses `m2`. -/
def totalPol (α₀ : ℝ) (w m2 : ι → ℝ) (Q2 : ℝ) : ℝ :=
  α₀ / (3 * Real.pi) * ∑ f, w f * polarization (Q2 / m2 f)

/-- Effective coupling at spacelike `Q²`, from the coupling `α₀` at zero momentum. -/
def coupling (α₀ : ℝ) (w m2 : ι → ℝ) (Q2 : ℝ) : ℝ := α₀ / (1 - totalPol α₀ w m2 Q2)

/-- One-loop momentum-subtraction beta function for `dα / d ln Q²`. -/
def betaMOM (α : ℝ) (w m2 : ι → ℝ) (Q2 : ℝ) : ℝ :=
  α ^ 2 / (3 * Real.pi) * ∑ f, w f * momFactor (Q2 / m2 f)

/-- One-loop MS-bar beta function of the flavours in `L`: each enters with factor 1. -/
def betaMS (α : ℝ) (w : ι → ℝ) (L : Finset ι) : ℝ := α ^ 2 / (3 * Real.pi) * ∑ f ∈ L, w f

/-- For `t ≥ 0` a continuous numerator over the Feynman denominator is integrable on `[0,1]`. -/
theorem integrable_div {t : ℝ} (ht : 0 ≤ t) {f : ℝ → ℝ} (hf : Continuous f) :
    IntervalIntegrable (fun x => f x / (1 + t * (x * (1 - x)))) MeasureTheory.volume 0 1 := by
  apply ContinuousOn.intervalIntegrable
  rw [uIcc_of_le (zero_le_one' ℝ)]
  refine ContinuousOn.div hf.continuousOn (by fun_prop) fun x hx => ?_
  have := mul_nonneg ht (mul_nonneg hx.1 (sub_nonneg.2 hx.2))
  exact (by linarith : 0 < 1 + t * (x * (1 - x))).ne'

/-- Feynman-parameter moments: `∫ x(1-x) = 1/6` and `∫ x²(1-x)² = 1/30` over `[0,1]`. -/
theorem moments : (∫ x in (0:ℝ)..1, x * (1 - x)) = 1 / 6 ∧
    (∫ x in (0:ℝ)..1, (x * (1 - x)) ^ 2) = 1 / 30 := by
  have h1 : ∀ x ∈ uIcc (0:ℝ) 1,
      HasDerivAt (fun x : ℝ => x ^ 2 / 2 - x ^ 3 / 3) (x * (1 - x)) x := fun x _ =>
    (((hasDerivAt_pow 2 x).div_const 2).fun_sub ((hasDerivAt_pow 3 x).div_const 3)).congr_deriv
      (by ring)
  have h2 : ∀ x ∈ uIcc (0:ℝ) 1, HasDerivAt (fun x : ℝ => x ^ 3 / 3 - x ^ 4 / 2 + x ^ 5 / 5)
      ((x * (1 - x)) ^ 2) x := fun x _ =>
    ((((hasDerivAt_pow 3 x).div_const 3).fun_sub ((hasDerivAt_pow 4 x).div_const 2)).fun_add
      ((hasDerivAt_pow 5 x).div_const 5)).congr_deriv (by ring)
  exact ⟨(integral_eq_sub_of_hasDerivAt h1
      (by apply Continuous.intervalIntegrable; fun_prop)).trans (by norm_num),
    (integral_eq_sub_of_hasDerivAt h2
      (by apply Continuous.intervalIntegrable; fun_prop)).trans (by norm_num)⟩

/-- For `t ≥ 0` the deficit from 1 is `1 - h(t) = 6 ∫₀¹ x(1-x) / (1 + t x(1-x)) dx`. -/
theorem one_sub_momFactor {t : ℝ} (ht : 0 ≤ t) :
    1 - momFactor t = 6 * ∫ x in (0:ℝ)..1, x * (1 - x) / (1 + t * (x * (1 - x))) := by
  have h1 := integrable_div ht (f := fun x => t * (x * (1 - x)) ^ 2) (by fun_prop)
  have h2 := integrable_div ht (f := fun x => x * (1 - x)) (by fun_prop)
  have h3 : (∫ x in (0:ℝ)..1, (t * (x * (1 - x)) ^ 2 / (1 + t * (x * (1 - x)))
      + x * (1 - x) / (1 + t * (x * (1 - x))))) = ∫ x in (0:ℝ)..1, x * (1 - x) := by
    refine integral_congr fun x hx => ?_
    rw [uIcc_of_le (zero_le_one' ℝ)] at hx
    have := mul_nonneg ht (mul_nonneg hx.1 (sub_nonneg.2 hx.2))
    have hd : 1 + t * (x * (1 - x)) ≠ 0 := (by linarith : 0 < 1 + t * (x * (1 - x))).ne'

    rw [← add_div, div_eq_iff hd]
    ring
  rw [integral_add h1 h2, moments.1] at h3
  unfold momFactor
  linarith

/-- The beta factor is strictly increasing in `t = Q²/m²` on `[0, ∞)`. -/
theorem momFactor_strictMonoOn : StrictMonoOn momFactor (Ici 0) := by
  intro s hs t ht hst
  have hs : 0 ≤ s := hs
  have ht : 0 ≤ t := ht
  have h1 := integrable_div hs (f := fun x => x * (1 - x)) (by fun_prop)
  have h2 := integrable_div ht (f := fun x => x * (1 - x)) (by fun_prop)
  have pt : ∀ u : ℝ, 0 < u → 0 < u / (1 + s * u) - u / (1 + t * u) := fun u hu => by
    rw [sub_pos, div_lt_div_iff₀ (by positivity) (by positivity)]
    nlinarith [mul_pos (mul_pos hu hu) (sub_pos.2 hst)]
  have hpos := intervalIntegral_pos_of_pos_on (h1.sub h2)
    (fun x hx => pt _ (mul_pos hx.1 (sub_pos.2 hx.2))) zero_lt_one
  rw [integral_sub h1 h2] at hpos
  linarith [one_sub_momFactor hs, one_sub_momFactor ht]

/-- For `t > 0` the beta factor obeys `0 < h ≤ t/5` and `0 < 1 - h ≤ 6/t`. -/
theorem momFactor_bounds {t : ℝ} (ht : 0 < t) :
    (0 < momFactor t ∧ momFactor t ≤ t / 5) ∧
      (0 < 1 - momFactor t ∧ 1 - momFactor t ≤ 6 / t) := by
  have h1 := integrable_div ht.le (f := fun x => t * (x * (1 - x)) ^ 2) (by fun_prop)
  have h2 := integrable_div ht.le (f := fun x => x * (1 - x)) (by fun_prop)
  refine ⟨⟨?_, ?_⟩, ?_, ?_⟩
  · have h0 : momFactor 0 = 0 := by simp [momFactor]
    have := momFactor_strictMonoOn (mem_Ici.2 le_rfl) (mem_Ici.2 ht.le) ht
    linarith
  · -- drop the denominator
    have := integral_mono_on (g := fun x => t * (x * (1 - x)) ^ 2) zero_le_one h1
      (by apply Continuous.intervalIntegrable; fun_prop) fun x hx =>
        div_le_self (by positivity)
          (by linarith [mul_nonneg ht.le (mul_nonneg hx.1 (sub_nonneg.2 hx.2))])
    rw [integral_const_mul, moments.2] at this
    unfold momFactor
    linarith
  · have pt : ∀ u : ℝ, 0 < u → 0 < u / (1 + t * u) := fun u hu => by positivity
    have := intervalIntegral_pos_of_pos_on h2
      (fun x hx => pt _ (mul_pos hx.1 (sub_pos.2 hx.2))) zero_lt_one
    linarith [one_sub_momFactor ht.le]
  · -- u / (1 + t u) ≤ 1 / t
    have pt : ∀ u : ℝ, 0 ≤ u → u / (1 + t * u) ≤ 1 / t := fun u hu => by
      rw [div_le_div_iff₀ (by positivity) ht]
      nlinarith
    have := integral_mono_on (g := fun _ => 1 / t) zero_le_one h2
      (continuous_const.intervalIntegrable _ _)
      fun x hx => pt _ (mul_nonneg hx.1 (sub_nonneg.2 hx.2))
    rw [integral_const, sub_zero, one_smul] at this
    have e : 6 / t = 6 * (1 / t) := by ring
    linarith [one_sub_momFactor ht.le]

/-- The beta factor tends to 0 as `t → 0⁺` and to 1 as `t → ∞`. -/
theorem momFactor_limits :
    Tendsto momFactor (𝓝[>] 0) (𝓝 0) ∧ Tendsto momFactor atTop (𝓝 1) := by
  have h0 : Tendsto (fun t : ℝ => t / 5) (𝓝 0) (𝓝 (0 / 5)) :=
    (continuous_id.div_const 5).tendsto 0
  have h1 : Tendsto (fun t : ℝ => 6 / t) atTop (𝓝 0) := tendsto_const_nhds.div_atTop tendsto_id
  have h2 : Tendsto (fun t : ℝ => 1 - 6 / t) atTop (𝓝 (1 - 0)) := tendsto_const_nhds.sub h1
  rw [zero_div] at h0
  rw [sub_zero] at h2
  constructor
  · refine tendsto_of_tendsto_of_tendsto_of_le_of_le' tendsto_const_nhds
      (h0.mono_left nhdsWithin_le_nhds) ?_ ?_
    · filter_upwards [self_mem_nhdsWithin] with t ht using (momFactor_bounds ht).1.1.le
    · filter_upwards [self_mem_nhdsWithin] with t ht using (momFactor_bounds ht).1.2
  · refine tendsto_of_tendsto_of_tendsto_of_le_of_le' h2 tendsto_const_nhds ?_ ?_
    · filter_upwards [eventually_gt_atTop 0] with t ht
      linarith [(momFactor_bounds ht).2.2]
    · filter_upwards [eventually_gt_atTop 0] with t ht
      linarith [(momFactor_bounds ht).2.1]

/-- For `t > 0` the vacuum polarization has derivative `h(t)/t`. -/
theorem hasDerivAt_polarization {t : ℝ} (ht : 0 < t) :
    HasDerivAt polarization (momFactor t / t) t := by
  rw [hasDerivAt_iff_isLittleO]
  refine Asymptotics.IsBigO.trans_isLittleO (Asymptotics.IsBigO.of_bound 6 ?_)
    (Asymptotics.isLittleO_pow_sub_sub t one_lt_two)
  filter_upwards [lt_mem_nhds ht] with s hs
  have h1 := integrable_div ht.le (f := fun x => t * (x * (1 - x)) ^ 2) (by fun_prop)
  have hL : ∀ r : ℝ, 0 ≤ r → IntervalIntegrable
      (fun x : ℝ => x * (1 - x) * Real.log (1 + r * (x * (1 - x)))) MeasureTheory.volume 0 1 := by
    intro r hr
    apply ContinuousOn.intervalIntegrable
    rw [uIcc_of_le (zero_le_one' ℝ)]
    refine ContinuousOn.mul (by fun_prop) (ContinuousOn.log (by fun_prop) fun x hx => ?_)
    have := mul_nonneg hr (mul_nonneg hx.1 (sub_nonneg.2 hx.2))
    exact (by linarith : 0 < 1 + r * (x * (1 - x))).ne'
  -- the first-order remainder is quadratic, from log y ≤ y - 1 used both ways
  have pt : ∀ u : ℝ, 0 ≤ u → u ≤ 1 → |u * Real.log (1 + s * u) - u * Real.log (1 + t * u)
      - (s - t) / t * (t * u ^ 2 / (1 + t * u))| ≤ (s - t) ^ 2 := by
    intro u h0 hu
    have ha : 0 < 1 + s * u := by positivity
    have hb : 0 < 1 + t * u := by positivity
    have l1 := Real.log_le_sub_one_of_pos (div_pos ha hb)
    have l2 := Real.log_le_sub_one_of_pos (div_pos hb ha)
    rw [Real.log_div ha.ne' hb.ne'] at l1
    rw [Real.log_div hb.ne' ha.ne'] at l2
    have e : (s - t) / t * (t * u ^ 2 / (1 + t * u)) = u * ((1 + s * u) / (1 + t * u) - 1) := by
      field_simp
      ring
    have e' : (1 + s * u) / (1 + t * u) - 1 + ((1 + t * u) / (1 + s * u) - 1)
        = (s - t) ^ 2 * u ^ 2 / ((1 + s * u) * (1 + t * u)) := by
      field_simp
      ring
    have p1 := mul_nonneg hs.le h0
    have p2 := mul_nonneg ht.le h0
    have l3 : (s - t) ^ 2 * u ^ 2 / ((1 + s * u) * (1 + t * u)) ≤ (s - t) ^ 2 :=
      (div_le_self (by positivity) (by nlinarith [mul_nonneg p1 p2])).trans
        (mul_le_of_le_one_right (sq_nonneg _) (pow_le_one₀ h0 hu))
    have l4 : 0 ≤ Real.log (1 + s * u) - Real.log (1 + t * u)
        - ((1 + s * u) / (1 + t * u) - 1) + (s - t) ^ 2 := by linarith
    rw [e, abs_le]
    constructor
    · nlinarith [mul_nonneg h0 l4, mul_nonneg (sub_nonneg.2 hu) (sq_nonneg (s - t))]
    · nlinarith [mul_nonneg h0 (sub_nonneg.2 l1), sq_nonneg (s - t)]
  have hb : ‖∫ x in (0:ℝ)..1, (x * (1 - x) * Real.log (1 + s * (x * (1 - x)))
      - x * (1 - x) * Real.log (1 + t * (x * (1 - x)))
      - (s - t) / t * (t * (x * (1 - x)) ^ 2 / (1 + t * (x * (1 - x)))))‖
      ≤ (s - t) ^ 2 * |1 - 0| := by
    refine norm_integral_le_of_norm_le_const fun x hx => ?_
    rw [uIoc_of_le (zero_le_one' ℝ)] at hx
    exact pt _ (mul_nonneg hx.1.le (sub_nonneg.2 hx.2)) (by nlinarith [hx.2, sq_nonneg x])
  rw [integral_sub ((hL s hs.le).sub (hL t ht.le)) (h1.const_mul _),
    integral_sub (hL s hs.le) (hL t ht.le), integral_const_mul, sub_zero, abs_one, mul_one,
    Real.norm_eq_abs, abs_le] at hb
  have e2 : ‖‖s - t‖ ^ 2‖ = (s - t) ^ 2 := by
    rw [Real.norm_of_nonneg (sq_nonneg _), Real.norm_eq_abs, sq_abs]
  have e4 : (s - t) * (momFactor t / t) = (s - t) / t * momFactor t := by ring
  rw [e2, smul_eq_mul, e4, Real.norm_eq_abs, abs_le]
  unfold polarization momFactor
  constructor <;> linarith [hb.1, hb.2]

/-- For positive squared masses and `Q² > 0`, where its denominator is nonzero, the effective
coupling obeys `dα/dQ² = β_MOM(α, Q²)/Q²`. -/
theorem hasDerivAt_coupling (α₀ : ℝ) (w m2 : ι → ℝ) (hm : ∀ f, 0 < m2 f) {Q2 : ℝ}
    (hQ : 0 < Q2) (hden : 1 - totalPol α₀ w m2 Q2 ≠ 0) :
    HasDerivAt (coupling α₀ w m2) (betaMOM (coupling α₀ w m2 Q2) w m2 Q2 / Q2) Q2 := by
  have hterm : ∀ f, HasDerivAt (fun q => w f * polarization (q / m2 f))
      (w f * momFactor (Q2 / m2 f) / Q2) Q2 := fun f => by
    have hq : HasDerivAt (fun q : ℝ => q / m2 f) (1 / m2 f) Q2 :=
      (hasDerivAt_id Q2).div_const (m2 f)
    have hc := HasDerivAt.comp (h := fun q : ℝ => q / m2 f) Q2
      (hasDerivAt_polarization (div_pos hQ (hm f))) hq
    have hf := (hm f).ne'
    have key : ∀ y : ℝ, w f * (y / (Q2 / m2 f) * (1 / m2 f)) = w f * y / Q2 := fun y => by
      field_simp
    exact (hc.const_mul (w f)).congr_deriv (key _)
  have hS := HasDerivAt.fun_sum (u := Finset.univ) fun f _ => hterm f
  have hD : HasDerivAt (fun q => 1 - totalPol α₀ w m2 q)
      (-(α₀ / (3 * Real.pi) * ((∑ f, w f * momFactor (Q2 / m2 f)) / Q2))) Q2 := by
    rw [Finset.sum_div]
    exact (hS.const_mul _).const_sub 1
  have key : ∀ D S : ℝ, (0 * D - α₀ * -(α₀ / (3 * Real.pi) * (S / Q2))) / D ^ 2
      = (α₀ / D) ^ 2 / (3 * Real.pi) * S / Q2 := fun D S => by ring
  exact ((hasDerivAt_const Q2 α₀).fun_div hD hden).congr_deriv (key _ _)

/-- For weights `w ≥ 0`, positive squared masses and `Q² > 0`, `β_MOM` of all flavours differs
from the MS-bar beta function of those in `L`, both taken at the same `α`, by
at most `α²/(3π)` times `Σ w 6m²/Q²` over `L` plus `Σ w Q²/(5m²)` over the rest. -/
theorem decoupling [DecidableEq ι] (α : ℝ) (w m2 : ι → ℝ) (hw : ∀ f, 0 ≤ w f)
    (hm : ∀ f, 0 < m2 f) {Q2 : ℝ} (hQ : 0 < Q2) (L : Finset ι) :
    |betaMOM α w m2 Q2 - betaMS α w L| ≤ α ^ 2 / (3 * Real.pi) *
      (∑ f ∈ L, w f * (6 * m2 f / Q2) + ∑ f ∈ Lᶜ, w f * (Q2 / (5 * m2 f))) := by
  have hb := fun f => momFactor_bounds (div_pos hQ (hm f))
  have hc : 0 ≤ α ^ 2 / (3 * Real.pi) := by positivity
  have hs := Finset.sum_add_sum_compl L fun f => w f * momFactor (Q2 / m2 f)
  have eA : ∑ f ∈ L, w f * (1 - momFactor (Q2 / m2 f))
      = ∑ f ∈ L, w f - ∑ f ∈ L, w f * momFactor (Q2 / m2 f) := by
    simp only [mul_sub, mul_one, Finset.sum_sub_distrib]
  have A0 : 0 ≤ ∑ f ∈ L, w f * (1 - momFactor (Q2 / m2 f)) :=
    Finset.sum_nonneg fun f _ => mul_nonneg (hw f) (hb f).2.1.le
  have A1 : ∑ f ∈ L, w f * (1 - momFactor (Q2 / m2 f)) ≤ ∑ f ∈ L, w f * (6 * m2 f / Q2) :=
    Finset.sum_le_sum fun f _ => mul_le_mul_of_nonneg_left
      ((hb f).2.2.trans_eq (div_div_eq_mul_div _ _ _)) (hw f)
  have B0 : 0 ≤ ∑ f ∈ Lᶜ, w f * momFactor (Q2 / m2 f) :=
    Finset.sum_nonneg fun f _ => mul_nonneg (hw f) (hb f).1.1.le
  have B1 : ∑ f ∈ Lᶜ, w f * momFactor (Q2 / m2 f) ≤ ∑ f ∈ Lᶜ, w f * (Q2 / (5 * m2 f)) :=
    Finset.sum_le_sum fun f _ => mul_le_mul_of_nonneg_left
      ((hb f).1.2.trans_eq (by rw [div_div, mul_comm])) (hw f)
  rw [betaMOM, betaMS, ← mul_sub, abs_mul, abs_of_nonneg hc]
  refine mul_le_mul_of_nonneg_left (abs_le.2 ⟨?_, ?_⟩) hc <;> linarith

end

end MomentumSubtractionBeta
```

```lean
#print axioms MomentumSubtractionBeta.momFactor_limits
#print axioms MomentumSubtractionBeta.hasDerivAt_coupling
#print axioms MomentumSubtractionBeta.decoupling
```

```
'MomentumSubtractionBeta.momFactor_limits' depends on axioms: [propext, Classical.choice, Quot.sound]
'MomentumSubtractionBeta.hasDerivAt_coupling' depends on axioms: [propext, Classical.choice, Quot.sound]
'MomentumSubtractionBeta.decoupling' depends on axioms: [propext, Classical.choice, Quot.sound]
```

### What the theorems say

`momFactor_strictMonoOn` states strict monotonicity on `Ici 0`, the interval $[0,\infty)$. `momFactor_bounds` gives the four inequalities for $t>0$, and `momFactor_limits` the two limits, with `𝓝[>] 0` for $t\to0^+$ and `atTop` for $t\to\infty$. `hasDerivAt_polarization` is $P'(t)=h(t)/t$ for $t>0$.

`hasDerivAt_coupling` is the renormalization-group equation at one point $Q^2>0$. It assumes positive squared masses (`hm`) and $1-\Pi(Q^2)\ne0$ (`hden`), which excludes the Landau pole; $\alpha_0$ and the weights are arbitrary reals. `decoupling` assumes $w_f\ge0$, $m_f^2>0$ and $Q^2>0$ and bounds $|\beta_{\rm MOM}-\beta_{\overline{\rm MS}}|$ by $\frac{\alpha^2}{3\pi}(A_1+B_1)$ for every $L$, the empty and the full set included. The bound is small when the flavours in $L$ have $m_f^2\ll Q^2$ and the others $m_f^2\gg Q^2$; a flavour with $m_f^2$ near $Q^2$ contributes a term of order $w_f$ on either side.

Both beta functions in `decoupling` are evaluated at the same number `α`, so the matching of the two schemes' couplings across a threshold is not treated. Decoupling in the Appelquist–Carazzone sense concerns all low-energy amplitudes at every order; the inequality above concerns one quantity, the one-loop beta function at spacelike momentum with constant masses.

### How the proof follows the derivation

`integrable_div` shows that a continuous numerator over $1+tu$ is integrable on $[0,1]$, the denominator being positive there. `moments` applies the fundamental theorem of calculus, `integral_eq_sub_of_hasDerivAt`, to the polynomial antiderivatives. In `one_sub_momFactor`, `h3` is the pointwise identity under the integral sign, and `integral_add` splits it.

In `momFactor_strictMonoOn`, `pt` is the positivity of the difference of the two fractions, and `intervalIntegral_pos_of_pos_on` turns positivity on the open interval into a positive integral. The four bullets of `momFactor_bounds` are the four arguments above in the same order, with `integral_mono_on` comparing the integrands with $tu^2$ and with $1/t$. `momFactor_limits` applies the squeeze lemma twice.

`hasDerivAt_polarization` does not differentiate under the integral sign. It rewrites the goal as "the remainder is $o(s-t)$" and obtains that from $O((s-t)^2)$ with constant 6. Inside `pt`, `l1` and `l2` are the two uses of $\ln y\le y-1$, `e` identifies the linear term, `e'` computes $a/b+b/a-2$, and `l3` bounds it by $(s-t)^2$; `hb` integrates the pointwise estimate over the unit interval. In `hasDerivAt_coupling`, `hterm` is the chain rule for one flavour, `hD` the derivative of $1-\Pi$, and `fun_div` the quotient rule. In `decoupling`, `hs` splits the sum, and `A0`, `A1`, `B0`, `B1` are the four inequalities for $A$ and $B$.

### Remarks

Take two flavours of weight 1 with $m_1^2=1$, $m_2^2=12000$ and $Q^2=600$ in common units, so $t_1=600$ and $t_2=0.05$. With $L=\{1\}$, $A_1=6/600=0.01$ and $B_1=0.05/5=0.01$, so `decoupling` puts $\beta_{\rm MOM}$ within $0.02\,\alpha^2/(3\pi)$ of the one-flavour value $\alpha^2/(3\pi)$. Since $A$ and $B$ enter with opposite signs, `momFactor_bounds` gives a little more: $0.99\le h(t_1)<1$ and $0<h(t_2)\le0.01$, so $0.99<h(t_1)+h(t_2)<1.01$. With $L=\{1,2\}$ the $\overline{\mathrm{MS}}$ sum is 2, too large by nearly 1, and the bound grows to $0.01+120$.

The quantity $\frac{\alpha_0}{3\pi}P(Q^2/m^2)$ with $m$ the electron mass is also the relative size, in momentum space, of the leading vacuum-polarization correction to the Coulomb interaction in atoms, and within this one-loop model with free fermions in the loop, $h\le t/5$ limits how fast a heavy pair can change the coupling at momenta well below its mass.
